# The quartic double-well kink: its Euclidean action and its uniqueness up to time translation

An instanton estimate of tunnelling contains the factor $e^{-S/\hbar}$, so an error $\delta$ in the action $S$ multiplies this factor by $e^{-\delta/\hbar}$. Without an exact value to compare with, such an error in a numerically optimised path can pass unnoticed. For one particle in a symmetric one-dimensional quartic double well, over infinite imaginary time, both the path from one minimum to the other and its action have closed forms.

## From the first-order flow to the action

Let $m,g,a>0$ and $V(x)=g(x^2-a^2)^2$. The minima lie at $\pm a$, and $g$ sets the barrier height $ga^4$. Put $\kappa=\sqrt{2g/m}$, so that $m\kappa^2=2g$. The kink is $x(t)=a\tanh(a\kappa t)$, with $t$ the imaginary time. Since $\tanh'=1-\tanh^2$,

$$x'=\kappa(a^2-x^2),\qquad x''=-2\kappa x x'=2\kappa^2x(x^2-a^2).$$

Hence $mx''=4gx(x^2-a^2)=V'(x)$, which is Newton's equation in the inverted potential. Because $a\kappa>0$, the path runs from $-a$ to $a$.

Along the flow $mx'^2/2=V(x)$, so the Euclidean Lagrangian $L=mx'^2/2+V(x)$ is

$$L=m\kappa^2(a^2-x^2)^2=m\kappa(a^2-x^2)x'=\frac{d}{dt}\,m\kappa\Big(a^2x-\frac{x^3}{3}\Big).$$

Its integral over $[-T,T]$ converges as $T\to\infty$. As $L\ge0$, it is integrable, and with $m\kappa=\sqrt{2mg}$

$$S=m\kappa\Big(\frac{2a^3}{3}+\frac{2a^3}{3}\Big)=\frac43a^3\sqrt{2mg}.$$

## Every connecting solution is a translated kink

Let $x$ be any solution from $-a$ to $a$. The quantity $E=mx'^2/2-V(x)$ is constant, since $E'=x'(mx''-V'(x))=0$. By the mean value theorem some $\xi_n\in(n,n+1)$ has $x'(\xi_n)=x(n+1)-x(n)\to0$. Also $V(x(\xi_n))\to V(a)=0$, so $E=0$.

By continuity $x(t_0)=0$ for some $t_0$. There $x'^2=\kappa^2a^4$, so $x'(t_0)=\sigma\kappa a^2$ with $\sigma=\pm1$. The defect $u=x'-\sigma\kappa(a^2-x^2)$ obeys

$$u'=x''+2\sigma\kappa xx'=2\sigma\kappa x\,u,\qquad u(t_0)=0.$$

For any equation $u'=c(t)u$ with continuous $c$, the product $u\exp(-\int_{t_0}^t c\,ds)$ is constant; here it is zero, so $u=0$ always.

If $\sigma=1$, compare $x$ with $y(t)=a\tanh(a\kappa(t-t_0))$. The difference $w=x-y$ obeys $w'=-\kappa(x+y)w$ and $w(t_0)=0$, so $x=y$. If $\sigma=-1$, the same argument gives $-x=y$, and $x$ would end at $-a$, a contradiction.

The boundary condition is needed. The path $x(t)=0$, at rest on the barrier top, solves $mx''=V'(x)$ but is no translated kink. Its Lagrangian is the constant $ga^4$, which is not integrable over all time.

## Paths, equation of motion and boundary conditions in Lean

Parameters are real numbers without units, and a path is a function `ℝ → ℝ` of imaginary time.

```lean
import Mathlib

open Filter Topology MeasureTheory

namespace DoubleWellKink

noncomputable section

/-- The quartic double well `V(x) = g (x² - a²)²`. -/
def potential (g a x : ℝ) : ℝ := g * (x ^ 2 - a ^ 2) ^ 2
```

The name `rate` denotes $\kappa$, not a reaction rate; the inverse time scale of the kink is $a\kappa$.

```lean
/-- The constant `κ = √(2g/m)`. -/
def rate (m g : ℝ) : ℝ := Real.sqrt (2 * g / m)

/-- The kink `x(t) = a tanh(a √(2g/m) t)`. -/
def kink (m g a t : ℝ) : ℝ := a * Real.tanh (a * rate m g * t)

/-- The Euclidean Lagrangian `m x'²/2 + V(x)` along a path. -/
def lagrangian (m g a : ℝ) (x : ℝ → ℝ) (t : ℝ) : ℝ :=
  m * (deriv x t) ^ 2 / 2 + potential g a (x t)
```

Lean's integral is zero for a non-integrable function, so the theorem on the kink states integrability separately from the value of `action`.

```lean
/-- The Euclidean action: the Lagrangian integrated over all imaginary time. -/
def action (m g a : ℝ) (x : ℝ → ℝ) : ℝ := ∫ t, lagrangian m g a x t
```

The next two definitions separate the equation of motion from the boundary conditions, which are limits at infinite time.

```lean
/-- The path is twice differentiable and obeys `m x'' = V'(x)`. -/
def SolvesNewton (m g a : ℝ) (x : ℝ → ℝ) : Prop :=
  Differentiable ℝ x ∧ Differentiable ℝ (deriv x) ∧
    ∀ t, m * deriv (deriv x) t = deriv (potential g a) (x t)

/-- The path runs from `-a` in the far past to `a` in the far future. -/
def Connects (a : ℝ) (x : ℝ → ℝ) : Prop :=
  Tendsto x atBot (𝓝 (-a)) ∧ Tendsto x atTop (𝓝 a)
```

## Algebra and the linear equation

These lemmas supply $m\kappa^2=2g$ and $V'(x)$.

```lean
/-- The constant `κ` satisfies `m κ² = 2g`. -/
theorem rate_sq {m g : ℝ} (hm : 0 < m) (hg : 0 < g) : m * rate m g ^ 2 = 2 * g := by
  unfold rate
  rw [Real.sq_sqrt (by positivity)]
  field_simp

/-- The slope of the double well is `V'(x) = 4 g x (x² - a²)`. -/
theorem hasDerivAt_potential (g a x : ℝ) :
    HasDerivAt (potential g a) (4 * g * x * (x ^ 2 - a ^ 2)) x := by
  have h1 : HasDerivAt (fun y : ℝ => y ^ 2 - a ^ 2) (2 * x) x := by
    simpa using (hasDerivAt_pow 2 x).sub_const (a ^ 2)
  have e : potential g a = fun y => g * ((y ^ 2 - a ^ 2) * (y ^ 2 - a ^ 2)) := by
    funext y
    simp only [potential]
    ring
  rw [e]
  exact ((h1.fun_mul h1).const_mul g).congr_deriv (by ring)
```

The integrating-factor argument is used twice in the proof that every connecting solution is a translated kink.

```lean
/-- A solution of `u' = c(t) u` with continuous `c` that vanishes at one time vanishes always. -/
theorem eq_zero_of_linear {u c : ℝ → ℝ} (hc : Continuous c)
    (hu : ∀ t, HasDerivAt u (c t * u t) t) {t₀ : ℝ} (h0 : u t₀ = 0) (t : ℝ) : u t = 0 := by
  -- the integrating factor turns the equation into a conservation law
  let F : ℝ → ℝ := fun t => ∫ s in t₀..t, c s
  have hF : ∀ t, HasDerivAt F (c t) t := fun t => (hc.integral_hasStrictDerivAt t₀ t).hasDerivAt
  have h : ∀ t, HasDerivAt (fun t => u t * Real.exp (-F t)) 0 t := fun t => by
    have h1 : HasDerivAt (fun t => u t * Real.exp (-F t))
        (c t * u t * Real.exp (-F t) + u t * (Real.exp (-F t) * (-c t))) t :=
      (hu t).fun_mul (hF t).fun_neg.exp
    exact h1.congr_deriv (by ring)
  have h2 : u t * Real.exp (-F t) = u t₀ * Real.exp (-F t₀) :=
    is_const_of_deriv_eq_zero (fun t => (h t).differentiableAt) (fun t => (h t).deriv) t t₀
  rw [h0, zero_mul] at h2
  exact (mul_eq_zero.1 h2).resolve_right (Real.exp_pos _).ne'
```

## Consequences of the flow

Differentiating the flow gives Newton's equation; `linear_combination` inserts $m\kappa^2=2g$.

```lean
/-- Every path with `x' = κ (a² - x²)` obeys `m x'' = V'(x)`. -/
theorem solves_of_flow {m g a : ℝ} (hm : 0 < m) (hg : 0 < g) {x : ℝ → ℝ}
    (hx : ∀ t, HasDerivAt x (rate m g * (a ^ 2 - x t ^ 2)) t) : SolvesNewton m g a x := by
  have hd : deriv x = fun t => rate m g * (a ^ 2 - x t * x t) :=
    funext fun t => by rw [(hx t).deriv]; ring
  have h2 := fun t => (((hx t).fun_mul (hx t)).const_sub (a ^ 2)).const_mul (rate m g)
  rw [← hd] at h2
  refine ⟨fun t => (hx t).differentiableAt, fun t => (h2 t).differentiableAt, fun t => ?_⟩
  rw [(h2 t).deriv, (hasDerivAt_potential g a (x t)).deriv]
  linear_combination (2 * x t * (x t ^ 2 - a ^ 2)) * rate_sq hm hg
```

In the next proof `F` is the antiderivative $m\kappa(a^2x-x^3/3)$, and `hlim` is the limit of the integrals over $[-T,T]$. It yields first integrability, then the action.

```lean
/-- A path with `x' = κ (a² - x²)` from `-a` to `a` has an integrable Lagrangian and
action `(4/3) a³ √(2mg)`. -/
theorem action_of_flow {m g a : ℝ} (hm : 0 < m) (hg : 0 < g) {x : ℝ → ℝ}
    (hx : ∀ t, HasDerivAt x (rate m g * (a ^ 2 - x t ^ 2)) t) (hc : Connects a x) :
    Integrable (lagrangian m g a x) ∧
      action m g a x = 4 / 3 * a ^ 3 * Real.sqrt (2 * m * g) := by
  have hκ : 0 < rate m g := Real.sqrt_pos.2 (by positivity)
  have hxc : Continuous x := continuous_iff_continuousAt.2 fun t => (hx t).continuousAt
  have hL : ∀ t, lagrangian m g a x t = m * rate m g ^ 2 * (a ^ 2 - x t ^ 2) ^ 2 := fun t => by
    simp only [lagrangian, potential, (hx t).deriv]
    linear_combination (-(a ^ 2 - x t ^ 2) ^ 2 / 2) * rate_sq hm hg
  have hLc : Continuous (lagrangian m g a x) := by
    rw [funext hL]
    fun_prop
  have hn : ∀ t, ‖lagrangian m g a x t‖ = lagrangian m g a x t := fun t =>
    Real.norm_of_nonneg (by rw [hL]; positivity)
  -- the Lagrangian is a total derivative
  let F : ℝ → ℝ := fun t => m * rate m g * (a ^ 2 * x t - x t * x t * x t / 3)
  have hF : ∀ t, HasDerivAt F (lagrangian m g a x t) t := fun t =>
    ((((hx t).const_mul (a ^ 2)).fun_sub
      ((((hx t).fun_mul (hx t)).fun_mul (hx t)).div_const 3)).const_mul
        (m * rate m g)).congr_deriv (by rw [hL]; ring)
  have lim : ∀ {l : Filter ℝ} {b : ℝ}, Tendsto x l (𝓝 b) →
      Tendsto F l (𝓝 (m * rate m g * (a ^ 2 * b - b * b * b / 3))) := fun h =>
    ((h.const_mul (a ^ 2)).sub (((h.mul h).mul h).div_const 3)).const_mul (m * rate m g)
  have hlim := ((lim hc.2).sub ((lim hc.1).comp tendsto_neg_atTop_atBot)).congr
    (fun T => (intervalIntegral.integral_eq_sub_of_hasDerivAt (fun t _ => hF t)
      (hLc.intervalIntegrable (-T) T)).symm)
  have hInt : Integrable (lagrangian m g a x) :=
    integrable_of_intervalIntegral_norm_tendsto _ (fun T => hLc.integrableOn_Ioc)
      tendsto_neg_atTop_atBot tendsto_id (by simpa only [hn, id_eq] using hlim)
  refine ⟨hInt, ?_⟩
  have hs : Real.sqrt (2 * m * g) = m * rate m g := by
    have h : 2 * m * g = (m * rate m g) ^ 2 := by linear_combination (-m) * rate_sq hm hg
    rw [h, Real.sqrt_sq (mul_nonneg hm.le hκ.le)]
  have hA := tendsto_nhds_unique
    (intervalIntegral_tendsto_integral hInt tendsto_neg_atTop_atBot tendsto_id) hlim
  rw [action, hA, hs]
  ring
```

The translated kink satisfies both assumptions: the flow, from the derivative of $\tanh$, and the limits, from $\tanh t=1-2/(e^{2t}+1)$.

```lean
/-- Every time-translated kink obeys `x' = κ (a² - x²)`. -/
theorem kink_flow (m g a t₀ t : ℝ) : HasDerivAt (fun t => kink m g a (t - t₀))
    (rate m g * (a ^ 2 - kink m g a (t - t₀) ^ 2)) t := by
  have htanh : ∀ s, HasDerivAt Real.tanh (1 - Real.tanh s ^ 2) s := fun s => by
    have hc := (Real.cosh_pos s).ne'
    have h := (Real.hasDerivAt_sinh s).fun_div (Real.hasDerivAt_cosh s) hc
    rw [← funext Real.tanh_eq_sinh_div_cosh] at h
    refine h.congr_deriv ?_
    rw [Real.tanh_eq_sinh_div_cosh, div_pow, eq_sub_iff_add_eq, ← add_div,
      div_eq_one_iff_eq (pow_ne_zero 2 hc)]
    ring
  have h1 : HasDerivAt (fun t => a * rate m g * (t - t₀)) (a * rate m g) t :=
    (((hasDerivAt_id' t).sub_const t₀).const_mul (a * rate m g)).congr_deriv (by ring)
  have h2 : HasDerivAt (fun t => a * Real.tanh (a * rate m g * (t - t₀)))
      (a * ((1 - Real.tanh (a * rate m g * (t - t₀)) ^ 2) * (a * rate m g))) t :=
    by
      have h3 : HasDerivAt (Real.tanh ∘ fun t => a * rate m g * (t - t₀))
          ((1 - Real.tanh (a * rate m g * (t - t₀)) ^ 2) * (a * rate m g)) t :=
        HasDerivAt.comp t (htanh (a * rate m g * (t - t₀))) h1
      exact h3.const_mul a
  change HasDerivAt (fun t => a * Real.tanh (a * rate m g * (t - t₀)))
    (rate m g * (a ^ 2 - (a * Real.tanh (a * rate m g * (t - t₀))) ^ 2)) t
  exact h2.congr_deriv (by ring)

/-- Every time-translated kink runs from `-a` to `a`. -/
theorem kink_connects {m g a : ℝ} (hm : 0 < m) (hg : 0 < g) (ha : 0 < a) (t₀ : ℝ) :
    Connects a (fun t => kink m g a (t - t₀)) := by
  have hp : 0 < a * rate m g := mul_pos ha (Real.sqrt_pos.2 (by positivity))
  have e : ∀ t : ℝ, 1 - 2 / (Real.exp (2 * t) + 1) = Real.tanh t := fun t => by
    have h := Real.exp_pos t
    rw [Real.tanh_eq_sinh_div_cosh, Real.sinh_eq, Real.cosh_eq, Real.exp_neg, two_mul,
      Real.exp_add]
    field_simp
    ring
  have hT : Tendsto Real.tanh atTop (𝓝 1) := by
    have h : Tendsto (fun t : ℝ => Real.exp (2 * t) + 1) atTop atTop :=
      tendsto_atTop_add_const_right _ 1
        (Real.tendsto_exp_atTop.comp (tendsto_id.const_mul_atTop two_pos))
    have h2 := ((tendsto_const_nhds (x := (2 : ℝ))).div_atTop h).const_sub 1
    rw [sub_zero] at h2
    exact h2.congr e
  have hB : Tendsto Real.tanh atBot (𝓝 (-1)) :=
    (hT.comp tendsto_neg_atBot_atTop).neg.congr fun t => by simp [Real.tanh_neg]
  have s1 : Tendsto (fun t : ℝ => t - t₀) atTop atTop := by
    simpa only [sub_eq_add_neg, id_eq] using tendsto_atTop_add_const_right atTop (-t₀) tendsto_id
  have s2 : Tendsto (fun t : ℝ => t - t₀) atBot atBot := by
    simpa only [sub_eq_add_neg, id_eq] using tendsto_atBot_add_const_right atBot (-t₀) tendsto_id
  have k1 := (hT.comp (s1.const_mul_atTop hp)).const_mul a
  have k2 := (hB.comp (s2.const_mul_atBot hp)).const_mul a
  rw [mul_one] at k1
  rw [mul_neg_one] at k2
  exact ⟨k2, k1⟩
```

## Zero energy from the boundary conditions

Here `hE` is conservation of $E$, and `hmv` supplies the times $\xi_n$, with $n$ allowed to be any real number.

```lean
/-- A solution of `m x'' = V'(x)` from `-a` to `a` satisfies `m x'²/2 = V(x)` at all times. -/
theorem energy_zero {m g a : ℝ} {x : ℝ → ℝ} (hs : SolvesNewton m g a x) (hc : Connects a x)
    (t : ℝ) : m * deriv x t ^ 2 / 2 = potential g a (x t) := by
  let E : ℝ → ℝ := fun t => m * (deriv x t * deriv x t) / 2 - potential g a (x t)
  have hE : ∀ t, HasDerivAt E 0 t := fun t => by
    have h1 := (hs.1 t).hasDerivAt
    have h2 := (hs.2.1 t).hasDerivAt
    have hN := hs.2.2 t
    rw [(hasDerivAt_potential g a (x t)).deriv] at hN
    exact ((((h2.fun_mul h2).const_mul m).div_const 2).fun_sub
      ((hasDerivAt_potential g a (x t)).comp t h1)).congr_deriv
        (by linear_combination deriv x t * hN)
  -- on each unit interval the velocity somewhere equals the mean velocity, which tends to zero
  have hmv : ∀ n : ℝ, ∃ ξ, n ≤ ξ ∧ deriv x ξ = x (n + 1) - x n := fun n => by
    obtain ⟨ξ, h1, h2⟩ := exists_deriv_eq_slope x (lt_add_one n)
      hs.1.continuous.continuousOn hs.1.differentiableOn
    exact ⟨ξ, h1.1.le, by rw [h2, add_sub_cancel_left, div_one]⟩
  choose ξ h1 h2 using hmv
  have hξ : Tendsto ξ atTop atTop := tendsto_atTop_mono h1 tendsto_id
  have hv : Tendsto (fun n => deriv x (ξ n)) atTop (𝓝 (a - a)) :=
    ((hc.2.comp (tendsto_atTop_add_const_right atTop 1 tendsto_id)).sub hc.2).congr
      fun n => (h2 n).symm
  have hV := (hasDerivAt_potential g a a).continuousAt.tendsto.comp (hc.2.comp hξ)
  have hl := (((hv.mul hv).const_mul m).div_const 2).sub hV
  have hconst : ∀ n, E (ξ n) = E t := fun n =>
    is_const_of_deriv_eq_zero (fun t => (hE t).differentiableAt) (fun t => (hE t).deriv) _ _
  have h0 := tendsto_nhds_unique (tendsto_const_nhds (x := E t)) (hl.congr hconst)
  simp only [E, potential] at h0 ⊢
  linear_combination h0
```

## The two theorems

The first theorem collects the equation of motion, the limits, integrability and the action for the kink centred at $t=0$.

```lean
/-- The kink solves `m x'' = V'(x)`, runs from `-a` to `a`, and has an integrable Lagrangian
with Euclidean action `(4/3) a³ √(2mg)`. -/
theorem kink_instanton {m g a : ℝ} (hm : 0 < m) (hg : 0 < g) (ha : 0 < a) :
    SolvesNewton m g a (kink m g a) ∧ Connects a (kink m g a) ∧
      Integrable (lagrangian m g a (kink m g a)) ∧
      action m g a (kink m g a) = 4 / 3 * a ^ 3 * Real.sqrt (2 * m * g) := by
  have hf := kink_flow m g a 0
  have hc := kink_connects hm hg ha 0
  simp only [sub_zero] at hf hc
  exact ⟨solves_of_flow hm hg hf, hc, action_of_flow hm hg hf hc⟩
```

The second states that a path solves the equation and connects $-a$ to $a$ if and only if it is $x(t-t_0)$ for some $t_0$, with $x$ the kink. In its proof `flow` removes the defect for either sign `σ`, `key` identifies the flow through zero with the kink, and the last case excludes the antikink.

```lean
/-- The solutions of `m x'' = V'(x)` that run from `-a` to `a` are exactly the
time-translated kinks. -/
theorem instanton_iff {m g a : ℝ} (hm : 0 < m) (hg : 0 < g) (ha : 0 < a) (x : ℝ → ℝ) :
    (SolvesNewton m g a x ∧ Connects a x) ↔ ∃ t₀, ∀ t, x t = kink m g a (t - t₀) := by
  constructor
  · rintro ⟨hs, hc⟩
    -- the path crosses the barrier top at some time
    obtain ⟨p, hp⟩ := (hc.1.eventually_lt_const (neg_lt_zero.2 ha)).exists
    obtain ⟨q, hq⟩ := (hc.2.eventually_const_lt ha).exists
    obtain ⟨t₀, h0⟩ := mem_range_of_exists_le_of_exists_ge hs.1.continuous ⟨p, hp.le⟩ ⟨q, hq.le⟩
    -- the first-order flow through that point is the kink
    have key : ∀ z : ℝ → ℝ, (∀ t, HasDerivAt z (rate m g * (a ^ 2 - z t ^ 2)) t) →
        z t₀ = 0 → ∀ t, z t = kink m g a (t - t₀) := fun z hz hz0 t => by
      have hy := kink_flow m g a t₀
      have cz : Continuous z := continuous_iff_continuousAt.2 fun t => (hz t).continuousAt
      have cy : Continuous (fun t => kink m g a (t - t₀)) :=
        continuous_iff_continuousAt.2 fun t => (hy t).continuousAt
      exact sub_eq_zero.1 (eq_zero_of_linear (u := fun t => z t - kink m g a (t - t₀))
        (c := fun t => -rate m g * (z t + kink m g a (t - t₀)))
        (continuous_const.mul (cz.add cy))
        (fun t => ((hz t).fun_sub (hy t)).congr_deriv (by ring))
        (t₀ := t₀) (by simp [hz0, kink]) t)
    -- the defect from either first-order flow obeys a linear equation
    have flow : ∀ σ : ℝ, σ ^ 2 = 1 → deriv x t₀ = σ * rate m g * a ^ 2 →
        ∀ t, deriv x t = σ * rate m g * (a ^ 2 - x t * x t) := fun σ hσ hi t => by
      refine sub_eq_zero.1 (eq_zero_of_linear
        (u := fun t => deriv x t - σ * rate m g * (a ^ 2 - x t * x t))
        (c := fun t => 2 * σ * rate m g * x t) (continuous_const.mul hs.1.continuous)
        (fun t => ?_) (t₀ := t₀) (by simp [h0, hi]) t)
      have d1 := (hs.1 t).hasDerivAt
      have hN := hs.2.2 t
      rw [(hasDerivAt_potential g a (x t)).deriv] at hN
      have hacc : deriv (deriv x) t = 2 * rate m g ^ 2 * x t * (x t ^ 2 - a ^ 2) :=
        mul_left_cancel₀ hm.ne' (by
          linear_combination hN - 2 * x t * (x t ^ 2 - a ^ 2) * rate_sq hm hg)
      exact ((hs.2.1 t).hasDerivAt.fun_sub
        (((d1.fun_mul d1).const_sub (a ^ 2)).const_mul (σ * rate m g))).congr_deriv (by
          linear_combination hacc - 2 * rate m g ^ 2 * x t * (x t ^ 2 - a ^ 2) * hσ)
    have hE := energy_zero hs hc t₀
    rw [h0, potential] at hE
    have hprod : m * ((deriv x t₀ - rate m g * a ^ 2) * (deriv x t₀ + rate m g * a ^ 2)) = 0 := by
      linear_combination 2 * hE - a ^ 4 * rate_sq hm hg
    refine ⟨t₀, ?_⟩
    rcases mul_eq_zero.1 ((mul_eq_zero.1 hprod).resolve_left hm.ne') with h | h
    · have hf := flow 1 (by norm_num) (by linear_combination h)
      exact key x (fun t => (hs.1 t).hasDerivAt.congr_deriv (by rw [hf t]; ring)) h0
    · -- the antikink runs the wrong way
      have hf := flow (-1) (by norm_num) (by linear_combination h)
      have hz := key (fun t => -x t)
        (fun t => (hs.1 t).hasDerivAt.fun_neg.congr_deriv (by rw [hf t]; ring)) (by simp [h0])
      have := tendsto_nhds_unique hc.2.neg
        ((kink_connects hm hg ha t₀).2.congr fun t => (hz t).symm)
      linarith
  · rintro ⟨t₀, h⟩
    rw [funext h]
    exact ⟨solves_of_flow hm hg (kink_flow m g a t₀), kink_connects hm hg ha t₀⟩

end

end DoubleWellKink
```

```lean
#print axioms DoubleWellKink.kink_instanton
-- 'DoubleWellKink.kink_instanton' depends on axioms: [propext, Classical.choice, Quot.sound]
#print axioms DoubleWellKink.instanton_iff
-- 'DoubleWellKink.instanton_iff' depends on axioms: [propext, Classical.choice, Quot.sound]
```

The theorems concern the single-kink path and its action: the fluctuation prefactor, finite temperature and paths with several kinks are not treated. For a low-temperature instanton code run on this one-dimensional model, $\frac43a^3\sqrt{2mg}$ is the value that the single-kink action should approach as the imaginary-time interval grows and the time step shrinks.
